# The first-order density response equations for a fixed Hermitian perturbation have a solution exactly when no degenerate occupied–virtual pair is coupled

An uncoupled first-order density matrix can be built by dividing each occupied–virtual element of the perturbation by an orbital energy difference. When that difference is zero, the quotient is undefined. The matrix element of the perturbation then decides whether a solution can exist: if it is zero the pair may be skipped, and if it is not, the response equations have no solution.

Let F be the Fock matrix in its orthonormal eigenbasis, with real orbital energies e(i) on the diagonal. Let P be the diagonal projector on the occupied orbitals, and V a given Hermitian perturbation. A response X is any Hermitian matrix with

X = PX + XP
[F,X] + [V,P] = 0.

The first equation keeps P + λX idempotent to first order in λ. The second keeps it commuting with F + λV to first order. Such an X exists if and only if

V(i,a) = 0 for every occupied i and virtual a with e(i) = e(a).

For real matrices, Hermitian means symmetric.

## Zero denominators in response codes

The result applies directly to static uncoupled response, where V is fixed and does not depend on X. In a static coupled-perturbed calculation that updates the induced potential and then solves for X with that potential frozen, it applies to each such solve.

At a degenerate occupied–virtual pair the (i,a) element of [F,X] + [V,P] equals −V(i,a), whatever X is. A level shift or a floor on the denominator therefore produces a finite number there but leaves this element of the residual unchanged. A routine that skips degenerate pairs also always returns a finite matrix, so it should test V(i,a) before it reports a solution.

## From commutators to one scalar equation per pair

Write p(i) = 1 for an occupied orbital and p(i) = 0 for a virtual one. Since P is diagonal,

(PX + XP)(i,j) = (p(i) + p(j)) X(i,j).

If i and j are both occupied, the first condition reads X(i,j) = 2X(i,j), so X(i,j) = 0. If both are virtual, it reads X(i,j) = 0. For a mixed pair it reads X(i,j) = X(i,j) and imposes nothing. Only the occupied–virtual blocks of X survive.

The elements of the second equation are

([F,X] + [V,P])(i,j) = (e(i) − e(j)) X(i,j) + V(i,j) (p(j) − p(i)).

Within the occupied or the virtual block both terms vanish. For i occupied and a virtual, what remains is

(e(i) − e(a)) X(i,a) = V(i,a).

The (a,i) equation is the complex conjugate of this one up to an overall sign, because X and V are Hermitian and the energies are real.

If e(i) = e(a), the left side is zero, so V(i,a) must be zero. Conversely, suppose that V vanishes on all degenerate occupied–virtual pairs. Set

X(i,a) = V(i,a) / (e(i) − e(a)) when e(i) ≠ e(a),
X(i,a) = 0 when e(i) = e(a),

take X(a,i) as the conjugate of X(i,a), and put zeros in the other two blocks. This X is Hermitian and satisfies every equation.

If X and Y are both responses to the same V, subtracting their equations gives

(e(i) − e(j)) (Y(i,j) − X(i,j)) = 0,

so they can differ only where e(i) = e(j). Both are zero within the occupied and virtual blocks, which leaves only the degenerate occupied–virtual pairs. Any Hermitian change confined to those pairs gives another response. The solution above has zeros there, and so has the least Frobenius norm among all responses.

Three levels 0, 1, 2 with energies 0, 0, 1 show the freedom. Level 0 is occupied, and V couples levels 0 and 2 with strength 1. Then X(0,2) = 1/(0 − 1) = −1, while X(0,1) = t can be any real number. The squared Frobenius norm is 2 + 2t², smallest at t = 0.

## The Lean file

```lean
import Mathlib

open Matrix

namespace DegenerateResponse

noncomputable section

/-- The Fock matrix in its eigenbasis, with real orbital energies `e` on the diagonal. -/
def fock (𝕜 : Type*) [RCLike 𝕜] {n : Type*} [DecidableEq n] (e : n → ℝ) : Matrix n n 𝕜 :=
  Matrix.diagonal fun i => (e i : 𝕜)

/-- The diagonal projector on the occupied orbitals. -/
def occProj (𝕜 : Type*) [RCLike 𝕜] {n : Type*} [DecidableEq n] (occ : Finset n) :
    Matrix n n 𝕜 :=
  Matrix.diagonal fun i => if i ∈ occ then 1 else 0

variable {𝕜 : Type*} [RCLike 𝕜] {n : Type*} [Fintype n] [DecidableEq n]
  {e : n → ℝ} {occ : Finset n} {V X Y : Matrix n n 𝕜}

/-- `X` is a first-order density response to the perturbation `V`: it is Hermitian, satisfies
`X = PX + XP`, and solves `[F, X] + [V, P] = 0`. -/
structure IsResponse (e : n → ℝ) (occ : Finset n) (V X : Matrix n n 𝕜) : Prop where
  hermitian : X.IsHermitian
  tangent : X = occProj 𝕜 occ * X + X * occProj 𝕜 occ
  stationary : fock 𝕜 e * X - X * fock 𝕜 e + (V * occProj 𝕜 occ - occProj 𝕜 occ * V) = 0

/-- The matrix that divides `V` by the occupied-minus-virtual energy difference on nondegenerate
occupied-virtual pairs and is zero on all other pairs. -/
def minimalResponse (e : n → ℝ) (occ : Finset n) (V : Matrix n n 𝕜) : Matrix n n 𝕜 :=
  Matrix.of fun i j =>
    if (i ∈ occ ↔ j ∈ occ) ∨ e i = e j then 0
    else if i ∈ occ then V i j / ((e i : 𝕜) - (e j : 𝕜))
    else V i j / ((e j : 𝕜) - (e i : 𝕜))

/-- The condition `X = PX + XP` says that the occupied-occupied and virtual-virtual blocks
of `X` vanish. -/
theorem tangent_iff : X = occProj 𝕜 occ * X + X * occProj 𝕜 occ ↔
    ∀ i j, (i ∈ occ ↔ j ∈ occ) → X i j = 0 := by
  constructor
  · intro h i j hij
    have h1 := congrFun (congrFun h i) j
    simp only [Matrix.add_apply, occProj, Matrix.diagonal_mul, Matrix.mul_diagonal] at h1
    by_cases hi : i ∈ occ
    · have hj := hij.mp hi
      simp only [hi, hj, if_true] at h1
      linear_combination (-1 : 𝕜) * h1
    · have hj : j ∉ occ := fun q => hi (hij.mpr q)
      simp only [hi, hj, if_false] at h1
      linear_combination h1
  · intro h
    ext i j
    simp only [Matrix.add_apply, occProj, Matrix.diagonal_mul, Matrix.mul_diagonal]
    by_cases hi : i ∈ occ <;> by_cases hj : j ∈ occ
    · rw [h i j (iff_of_true hi hj)]; simp
    · simp only [hi, hj, if_true, if_false]; ring
    · simp only [hi, hj, if_true, if_false]; ring
    · rw [h i j (iff_of_false hi hj)]; simp

/-- The matrix elements of `[F, X] + [V, P]` in the orbital basis. -/
theorem residual_apply (e : n → ℝ) (occ : Finset n) (V X : Matrix n n 𝕜) (i j : n) :
    (fock 𝕜 e * X - X * fock 𝕜 e + (V * occProj 𝕜 occ - occProj 𝕜 occ * V)) i j =
      ((e i : 𝕜) - (e j : 𝕜)) * X i j +
        V i j * ((if j ∈ occ then 1 else 0) - (if i ∈ occ then 1 else 0)) := by
  simp only [fock, occProj, Matrix.sub_apply, Matrix.add_apply, Matrix.diagonal_mul,
    Matrix.mul_diagonal]
  ring

/-- For Hermitian `V`, `X` is a response exactly when it is Hermitian, its occupied-occupied and
virtual-virtual blocks vanish, and it satisfies `(e i - e a) X i a = V i a` for each occupied `i`
and virtual `a`. -/
theorem isResponse_iff (hV : V.IsHermitian) : IsResponse e occ V X ↔
    X.IsHermitian ∧ (∀ i j, (i ∈ occ ↔ j ∈ occ) → X i j = 0) ∧
      ∀ i ∈ occ, ∀ a ∉ occ, ((e i : 𝕜) - (e a : 𝕜)) * X i a = V i a := by
  constructor
  · rintro ⟨h1, h2, h3⟩
    refine ⟨h1, tangent_iff.1 h2, fun i hi a ha => ?_⟩
    have h := congrFun (congrFun h3 i) a
    rw [residual_apply] at h
    simp only [hi, ha, if_true, if_false, Matrix.zero_apply] at h
    linear_combination h
  · rintro ⟨h1, h2, h3⟩
    refine ⟨h1, tangent_iff.2 h2, ?_⟩
    ext i j
    rw [residual_apply, Matrix.zero_apply]
    by_cases hi : i ∈ occ <;> by_cases hj : j ∈ occ
    · rw [h2 i j (iff_of_true hi hj)]; simp [hi, hj]
    · have h := h3 i hi j hj
      simp only [hi, hj, if_true, if_false]
      linear_combination h
    · -- the virtual-occupied equation is the conjugate of the occupied-virtual one
      have hs : ∀ r : ℝ, star (r : 𝕜) = (r : 𝕜) := fun r => RCLike.conj_ofReal r
      have h := congrArg star (h3 j hj i hi)
      rw [star_mul', star_sub, hs, hs, h1.apply i j, hV.apply i j] at h
      simp only [hi, hj, if_true, if_false]
      linear_combination (-1 : 𝕜) * h
    · rw [h2 i j (iff_of_false hi hj)]; simp [hi, hj]

/-- If `V` does not couple degenerate occupied and virtual orbitals, `minimalResponse` solves
the response equations. -/
theorem minimalResponse_isResponse (hV : V.IsHermitian)
    (h : ∀ i ∈ occ, ∀ a ∉ occ, e i = e a → V i a = 0) :
    IsResponse e occ V (minimalResponse e occ V) := by
  have hs : ∀ r : ℝ, star (r : 𝕜) = (r : 𝕜) := fun r => RCLike.conj_ofReal r
  rw [isResponse_iff hV]
  refine ⟨Matrix.IsHermitian.ext fun i j => ?_, fun i j hij => ?_, fun i hi a ha => ?_⟩
  · simp only [minimalResponse, Matrix.of_apply]
    by_cases hd : e i = e j
    · simp [hd]
    have hd' : ¬ e j = e i := fun q => hd q.symm
    by_cases hi : i ∈ occ <;> by_cases hj : j ∈ occ <;>
      simp only [hi, hj, hd, hd', true_iff, false_iff, not_true_eq_false,
        or_false, if_true, if_false, star_zero]
    · rw [star_div₀, star_sub, hs, hs, hV.apply i j]
    · rw [star_div₀, star_sub, hs, hs, hV.apply i j]
  · simp only [minimalResponse, Matrix.of_apply]
    exact if_pos (Or.inl hij)
  · by_cases hd : e i = e a
    · rw [h i hi a ha hd, hd, sub_self, zero_mul]
    · have hne : (e i : 𝕜) - (e a : 𝕜) ≠ 0 :=
        sub_ne_zero.2 fun q => hd (by exact_mod_cast q)
      simp only [minimalResponse, Matrix.of_apply, hi, ha, hd, true_iff, or_false,
        if_true, if_false]
      field_simp

/-- A density response to a Hermitian perturbation `V` exists if and only if `V` has no matrix
element between an occupied and a virtual orbital of equal energy. -/
theorem exists_response_iff (hV : V.IsHermitian) : (∃ X, IsResponse e occ V X) ↔
    ∀ i ∈ occ, ∀ a ∉ occ, e i = e a → V i a = 0 := by
  constructor
  · rintro ⟨X, hX⟩ i hi a ha hd
    -- at a degeneracy the left side of the scalar equation vanishes
    have h := ((isResponse_iff hV).1 hX).2.2 i hi a ha
    rw [hd, sub_self, zero_mul] at h
    exact h.symm
  · exact fun h => ⟨_, minimalResponse_isResponse hV h⟩

/-- Given one response `X`, a matrix `Y` is also a response exactly when `Y - X` is Hermitian
and `Y` differs from `X` only on degenerate occupied-virtual pairs. -/
theorem isResponse_iff_of_isResponse (hX : IsResponse e occ V X) : IsResponse e occ V Y ↔
    (Y - X).IsHermitian ∧
      ∀ i j, Y i j ≠ X i j → ¬ (i ∈ occ ↔ j ∈ occ) ∧ e i = e j := by
  have hx0 := tangent_iff.1 hX.tangent
  have hx : ∀ i j, _ = (0 : 𝕜) := fun i j =>
    (residual_apply e occ V X i j).symm.trans (congrFun (congrFun hX.stationary i) j)
  constructor
  · intro hY
    refine ⟨hY.hermitian.sub hX.hermitian, fun i j hne => ⟨fun hs => ?_, ?_⟩⟩
    · exact hne ((tangent_iff.1 hY.tangent i j hs).trans (hx0 i j hs).symm)
    · by_contra hd
      have hne' : (e i : 𝕜) - (e j : 𝕜) ≠ 0 :=
        sub_ne_zero.2 fun q => hd (by exact_mod_cast q)
      have hy := congrFun (congrFun hY.stationary i) j
      rw [residual_apply, Matrix.zero_apply] at hy
      exact hne (mul_left_cancel₀ hne' (by linear_combination hy - hx i j))
  · rintro ⟨h1, h2⟩
    refine ⟨?_, tangent_iff.2 fun i j hs => ?_, ?_⟩
    · have h := h1.add hX.hermitian
      rwa [sub_add_cancel] at h
    · by_contra hne
      exact (h2 i j fun q => hne (q.trans (hx0 i j hs))).1 hs
    · ext i j
      have h := hx i j
      rw [residual_apply, Matrix.zero_apply]
      by_cases q : Y i j = X i j
      · rw [q]; exact h
      · rw [(h2 i j q).2, sub_self, zero_mul] at h ⊢
        exact h

/-- The squared Frobenius norm of `minimalResponse` is at most that of any response `X` to the same
Hermitian perturbation. -/
theorem minimalResponse_norm_le (hV : V.IsHermitian) (hX : IsResponse e occ V X) :
    ∑ i, ∑ j, ‖minimalResponse e occ V i j‖ ^ 2 ≤ ∑ i, ∑ j, ‖X i j‖ ^ 2 := by
  have hM := minimalResponse_isResponse hV ((exists_response_iff hV).1 ⟨X, hX⟩)
  refine Finset.sum_le_sum fun i _ => Finset.sum_le_sum fun j _ => ?_
  by_cases q : minimalResponse e occ V i j = X i j
  · rw [q]
  · -- the two can differ only at a degeneracy, where the minimal response is zero
    have hd := (((isResponse_iff_of_isResponse hX).1 hM).2 i j q).2
    have z : minimalResponse e occ V i j = 0 := by
      simp only [minimalResponse, Matrix.of_apply]
      exact if_pos (Or.inr hd)
    rw [z, norm_zero, zero_pow two_ne_zero]
    positivity

/-- Three levels with energies 0, 0, 1 and the first one occupied: for every real `t`, the
perturbation coupling the first and third levels with strength 1 has a response whose element
between the two degenerate levels is `t`. -/
theorem threeLevel_witness (t : ℝ) :
    IsResponse (![0, 0, 1] : Fin 3 → ℝ) {0}
      (!![0, 0, 1; 0, 0, 0; 1, 0, 0] : Matrix (Fin 3) (Fin 3) ℝ)
      !![0, t, -1; t, 0, 0; -1, 0, 0] := by
  refine ⟨Matrix.IsHermitian.ext fun i j => ?_, tangent_iff.2 fun i j => ?_, ?_⟩
  · fin_cases i <;> fin_cases j <;> simp
  · fin_cases i <;> fin_cases j <;> simp
  · ext i j
    rw [residual_apply]
    fin_cases i <;> fin_cases j <;> simp

end

end DegenerateResponse
```

```lean
#print axioms DegenerateResponse.isResponse_iff_of_isResponse
#print axioms DegenerateResponse.minimalResponse_norm_le
```

```
'DegenerateResponse.isResponse_iff_of_isResponse' depends on axioms: [propext, Classical.choice, Quot.sound]
'DegenerateResponse.minimalResponse_norm_le' depends on axioms: [propext, Classical.choice, Quot.sound]
```

## How the definitions and lemmas match the derivation

The orbitals are indexed by a finite type `n`, and the scalars `𝕜` are real or complex through `RCLike`. The energies `e : n → ℝ` are real by type. `fock` and `occProj` are the diagonal matrices F and P. The occupied set `occ` is an arbitrary finite set of orbitals, so no aufbau filling is assumed. `IsResponse` bundles hermiticity of X with the two equations, the commutators being written out as differences of products. `minimalResponse` is the explicit matrix constructed above; it is defined for every V, but is a response only when the degeneracy condition holds.

`tangent_iff` carries out the block analysis of X = PX + XP by cases on whether each index is occupied. `residual_apply` gives the elements of the second equation: the lemmas for diagonal products expand it, and `ring` collects the terms. `isResponse_iff` combines the two into the scalar equation. For the virtual–occupied block it applies `star` to the occupied–virtual equation, which is the conjugation step above.

`minimalResponse_isResponse` checks hermiticity, the two zero blocks and the scalar equation, with `field_simp` cancelling the nonzero denominator. `exists_response_iff` is the main equivalence. Its forward direction substitutes e(i) = e(a) into the scalar equation, and its reverse direction supplies `minimalResponse`.

`isResponse_iff_of_isResponse` describes all responses once one is known, cancelling the nonzero energy difference with `mul_left_cancel₀`. `minimalResponse_norm_le` compares squared norms element by element: the two matrices either agree at an entry, or the explicit one is zero there. `threeLevel_witness` verifies the three-level family for every real t by running through the entries.

## Exact degeneracy, a frozen perturbation and a fixed basis

The equivalence holds for any finite number of orbitals and any choice of occupied set, in exact arithmetic. A code may treat energies as equal within a tolerance, and the theorems give no error bound for that choice. A nearly degenerate pair with e(i) ≠ e(a) always passes the solvability test, yet its response element can be very large.

V does not depend on X. The theorems therefore do not settle whether the self-consistent coupled-perturbed equations have a solution, or whether an iteration for them converges. Occupations are 0 or 1, which excludes fractional occupations from smearing, and the basis is orthonormal, so no overlap matrix appears.

A response here is a solution of the first-order equations. When degenerate occupied–virtual pairs leave it undetermined, these equations do not say which solution, if any, is the derivative of an actual family of perturbed density matrices. The least-norm choice is a definite convention, not a physical selection rule.

The statement could also have been modelled without a preferred basis, taking F to be any Hermitian matrix that commutes with an orthogonal projector P. With Q(ε) the projector on the eigenspace of F at energy ε, the condition would become

Q(ε) P V (1 − P) Q(ε) = 0 for every eigenvalue ε.

That version would apply in any orthonormal basis, and it could be proved by passing to a common eigenbasis of F and P. The diagonal form takes that basis as given, and its condition can be tested directly on the matrix elements of V between molecular orbitals.
